# Spinless time reversal makes the Berry curvature of a gapped two-band model odd in momentum

**Q:** Before I believe any theorem, what are the Hamiltonian and the momentum here?

**A:** The momentum is $k=(k_1,k_2)\in\mathbb R^2$. A real vector $d(k)=(d_x,d_y,d_z)$ gives the Bloch Hamiltonian $H(k)=d(k)\cdot\sigma$, with $\sigma$ the Pauli matrices. In Lean, `d` has type `ℝ × ℝ → Fin 3 → ℝ`, and the components $x,y,z$ carry the indices 0, 1, 2.

```lean
import Mathlib

open Matrix MeasureTheory

namespace TimeReversalBerryCurvature

noncomputable section
```

The matrix is written out entry by entry:

```lean
/-- The two-band Hamiltonian `v · σ` written out in terms of the Pauli components of `v`. -/
def hamiltonian (v : Fin 3 → ℝ) : Matrix (Fin 2) (Fin 2) ℂ :=
  !![(v 2 : ℂ), (v 0 : ℂ) - Complex.I * (v 1 : ℂ);
     (v 0 : ℂ) + Complex.I * (v 1 : ℂ), -(v 2 : ℂ)]
```

**Q:** You have dropped the term proportional to the identity.

**A:** It shifts both energies equally and leaves the eigenvectors alone, so the curvature doesn't see it.

**Q:** And time reversal?

**A:** It is complex conjugation in a fixed basis of real orbitals, so it squares to $+1$. The symmetry reads $H(-k)=\overline{H(k)}$. Spin-½ time reversal, with its Kramers pairs, is a different condition and is not covered.

```lean
/-- Spinless time-reversal symmetry: the Bloch Hamiltonian at `-k` is the complex conjugate
of the one at `k`. -/
def IsTimeReversal (d : ℝ × ℝ → Fin 3 → ℝ) : Prop :=
  ∀ k, hamiltonian (d (-k)) = (hamiltonian (d k)).map (starRingEnd ℂ)
```

On $d$ it will act as the mirror $M=\mathrm{diag}(1,-1,1)$, defined as a continuous linear map so that it can enter the chain rule:

```lean
/-- The mirror that reverses the `y` component of a vector. -/
def mirror : (Fin 3 → ℝ) →L[ℝ] (Fin 3 → ℝ) :=
  LinearMap.toContinuousLinearMap
    { toFun := fun v => ![v 0, -v 1, v 2]
      map_add' := by
        intro u v
        ext i
        fin_cases i <;> simp [add_comm]
      map_smul' := by
        intro c v
        ext i
        fin_cases i <;> simp }
```

**Q:** Where does the Berry curvature come from?

**A:** From the standard two-band formula. Write $\partial_i$ for the derivative along $k_i$, and set
$$T(k)=d\cdot(\partial_1 d\times\partial_2 d),\qquad \Omega(k)=\frac{T(k)}{2|d(k)|^3}.$$
In Lean the partial derivatives are `fderiv` applied to `(1, 0)` and `(0, 1)`, and $|d|$ is the square root of $d\cdot d$.

```lean
/-- The triple product of `d` with its two partial derivatives at `k`. -/
def tripleProduct (d : ℝ × ℝ → Fin 3 → ℝ) (k : ℝ × ℝ) : ℝ :=
  d k ⬝ᵥ (fderiv ℝ d k (1, 0) ⨯₃ fderiv ℝ d k (0, 1))

/-- The Berry curvature of the lower band of `d · σ`, for `k` at which `d` is differentiable
and nonzero. -/
def berryCurvature (d : ℝ × ℝ → Fin 3 → ℝ) (k : ℝ × ℝ) : ℝ :=
  tripleProduct d k / (2 * Real.sqrt (d k ⬝ᵥ d k) ^ 3)
```

**Q:** So the curvature is never computed from Bloch states?

**A:** No. The formula is taken as the definition. It gives the lower band with $A_i=i\langle u|\partial_i u\rangle$ and $\Omega=\partial_1A_2-\partial_2A_1$, where $u$ is the normalised eigenvector. The upper band has the opposite sign, which doesn't affect oddness.

**Q:** Then let me try the derivation. Two derivatives give two minus signs, so the curvature is even.

**A:** That count forgets the mirror. Start with the matrix entries. The upper left one gives $d_z(-k)=d_z(k)$. The lower left one gives
$$d_x(-k)+i\,d_y(-k)=d_x(k)-i\,d_y(k),$$
so $d_x$ is even and $d_y$ is odd. Hence $d(-k)=M\,d(k)$ for all $k$, or equally $d(q)=M\,d(-q)$. Differentiating at $q=-k$ gives
$$(\partial_i d)(-k)=-M\,(\partial_i d)(k).$$
Your two minus signs do cancel:
$$T(-k)=Md\cdot(M\partial_1 d\times M\partial_2 d)=\det(M)\,T(k)=-T(k),$$
with everything on the right evaluated at $k$. The last sign is there because each term of a triple product contains exactly one $y$ component. Since $|Md|=|d|$, division by $2|d|^3$ gives $\Omega(-k)=-\Omega(k)$ wherever $d(k)\neq0$.

**Q:** Does the Lean proof follow that route?

**A:** Step by step. First comes the parity statement, as an equivalence. One direction takes real and imaginary parts of the entries I just used; the other checks all four entries.

```lean
variable {d : ℝ × ℝ → Fin 3 → ℝ}

lemma mirror_apply (v : Fin 3 → ℝ) : mirror v = ![v 0, -v 1, v 2] := rfl

/-- Time-reversal symmetry holds exactly when `d_x` and `d_z` are even and `d_y` is odd. -/
theorem isTimeReversal_iff : IsTimeReversal d ↔
    ∀ k, d (-k) 0 = d k 0 ∧ d (-k) 1 = -d k 1 ∧ d (-k) 2 = d k 2 := by
  constructor
  · intro h k
    have hz := congrArg Complex.re (congrFun (congrFun (h k) 0) 0)
    have hx := congrArg Complex.re (congrFun (congrFun (h k) 1) 0)
    have hy := congrArg Complex.im (congrFun (congrFun (h k) 1) 0)
    exact ⟨by simpa [hamiltonian] using hx, by simpa [hamiltonian] using hy,
      by simpa [hamiltonian] using hz⟩
  · intro h k
    obtain ⟨hx, hy, hz⟩ := h k
    ext i j
    fin_cases i <;> fin_cases j <;> simp [hamiltonian, hx, hy, hz]
```

The parities are then packaged as $d(-k)=M\,d(k)$:

```lean
lemma map_neg_eq_mirror (hT : IsTimeReversal d) (k : ℝ × ℝ) : d (-k) = mirror (d k) := by
  obtain ⟨hx, hy, hz⟩ := isTimeReversal_iff.1 hT k
  ext i
  fin_cases i <;> simp [mirror_apply, hx, hy, hz]
```

The sign you missed is a polynomial identity, which `ring` closes once the products are expanded:

```lean
/-- Reversing the `y` component of three vectors reverses their triple product. -/
theorem mirror_triple (a u v : Fin 3 → ℝ) :
    mirror a ⬝ᵥ (mirror u ⨯₃ mirror v) = -(a ⬝ᵥ (u ⨯₃ v)) := by
  simp [mirror_apply, cross_apply, dotProduct, Fin.sum_univ_three]
  ring
```

**Q:** And the derivative at $-k$? You only assume differentiability at $k$.

**A:** The symmetry supplies the rest. If $D$ is the derivative at $k$, the chain rule for $q\mapsto M\,d(-q)$ shows that $d$ has derivative $-MD$ at $-k$. This matters because `fderiv` returns zero where no derivative exists.

```lean
/-- Under time-reversal symmetry the derivative of `d` at `-k` is minus the mirrored
derivative at `k`. -/
theorem hasFDerivAt_neg (hT : IsTimeReversal d) {k : ℝ × ℝ}
    {D : ℝ × ℝ →L[ℝ] (Fin 3 → ℝ)} (h : HasFDerivAt d D k) :
    HasFDerivAt d (-(mirror.comp D)) (-k) := by
  have h1 : HasFDerivAt d D (-(-k)) := by
    rw [neg_neg]
    exact h
  have hn : HasFDerivAt (fun x : ℝ × ℝ => -x) (-(ContinuousLinearMap.id ℝ (ℝ × ℝ))) (-k) :=
    (hasFDerivAt_id (-k)).neg
  -- chain rule for `d x = mirror (d (-x))`
  have h2 := HasFDerivAt.comp (f := fun x : ℝ × ℝ => -x) (-k) h1 hn
  have h3 := mirror.hasFDerivAt.comp (-k) h2
  have h4 : HasFDerivAt d
      (mirror.comp (D.comp (-(ContinuousLinearMap.id ℝ (ℝ × ℝ))))) (-k) :=
    h3.congr_of_eventuallyEq (Filter.Eventually.of_forall fun x => by
      have hx := map_neg_eq_mirror hT (-x)
      rw [neg_neg] at hx
      exact hx)
  have e : mirror.comp (D.comp (-(ContinuousLinearMap.id ℝ (ℝ × ℝ)))) = -(mirror.comp D) :=
    ContinuousLinearMap.ext fun v => by simp
  rwa [e] at h4
```

Substituting this derivative and applying `mirror_triple` makes the triple product odd, with no condition on the gap:

```lean
/-- If a time-reversal-symmetric `d` is differentiable at `k`, it is differentiable at `-k`,
and its triple product there is the opposite of that at `k`. -/
theorem tripleProduct_neg (hT : IsTimeReversal d) {k : ℝ × ℝ} (hd : DifferentiableAt ℝ d k) :
    DifferentiableAt ℝ d (-k) ∧ tripleProduct d (-k) = -tripleProduct d k := by
  have h := hasFDerivAt_neg hT hd.hasFDerivAt
  refine ⟨h.differentiableAt, ?_⟩
  unfold tripleProduct
  rw [h.fderiv, map_neg_eq_mirror hT k, ← mirror_triple]
  simp
```

**Q:** Now read me the main theorem in words.

**A:** Let $d$ be time-reversal symmetric, and let it be differentiable and nonzero at $k$. Then it is differentiable and nonzero at $-k$, and the curvatures at the two momenta are opposite. The energies are $\pm|d|$, so `d k ≠ 0` says that the two bands don't touch at $k$. In the proof, `hl` is the equality of lengths.

```lean
/-- If a time-reversal-symmetric `d` is differentiable and nonzero at `k`, the same holds
at `-k`, and the Berry curvatures at the two momenta are opposite. -/
theorem berryCurvature_neg (hT : IsTimeReversal d) {k : ℝ × ℝ}
    (hd : DifferentiableAt ℝ d k) (h0 : d k ≠ 0) :
    DifferentiableAt ℝ d (-k) ∧ d (-k) ≠ 0 ∧
      berryCurvature d (-k) = -berryCurvature d k := by
  obtain ⟨hd', ht⟩ := tripleProduct_neg hT hd
  refine ⟨hd', fun hz => h0 ?_, ?_⟩
  · have hk := map_neg_eq_mirror hT (-k)
    rw [neg_neg, hz, map_zero] at hk
    exact hk
  · -- the mirror preserves the length of `d`
    have hl : d (-k) ⬝ᵥ d (-k) = d k ⬝ᵥ d k := by
      rw [map_neg_eq_mirror hT k]
      simp [mirror_apply, dotProduct, Fin.sum_univ_three]
    unfold berryCurvature
    rw [ht, hl, neg_div]
```

**Q:** A Brillouin zone is periodic, but your plane isn't.

**A:** Periodicity is added where it is needed. Suppose $2k$ is a period of $d$. If $d$ has the periodicity of the reciprocal lattice, this holds at every time-reversal-invariant momentum. Then $d$ and its derivative agree at $k$ and $-k$, so $T(k)=T(-k)=-T(k)$ and $T(k)=0$.

```lean
/-- At a momentum `k` for which `2k` is a period of `d`, the triple product of a
time-reversal-symmetric `d` with its partial derivatives vanishes. -/
theorem triple_eq_zero_of_invariant_momentum (hT : IsTimeReversal d) {k : ℝ × ℝ}
    (hG : ∀ q, d (q + (k + k)) = d q) {D : ℝ × ℝ →L[ℝ] (Fin 3 → ℝ)}
    (h : HasFDerivAt d D k) : d k ⬝ᵥ (D (1, 0) ⨯₃ D (0, 1)) = 0 := by
  have hk : -k + (k + k) = k := by abel
  have e : fderiv ℝ (fun q => d (q + (k + k))) (-k) = fderiv ℝ d (-k + (k + k)) :=
    fderiv_comp_add_right _
  rw [funext hG, hk] at e
  have hv := hG (-k)
  rw [hk] at hv
  -- the triple product is both even and odd at this momentum
  have ht := (tripleProduct_neg hT h.differentiableAt).2
  unfold tripleProduct at ht
  rw [e, ← hv, h.fderiv] at ht
  linarith
```

**Q:** What about the total flux?

**A:** Take $d$ continuously differentiable on the plane and nonzero on a compact region $K$ with $-K=K$. The curvature is then continuous on $K$, hence integrable, and the substitution $k\to-k$ gives
$$\int_K\Omega\,d^2k=-\int_K\Omega\,d^2k=0.$$
Lean extends $\Omega$ by zero outside $K$, shows that the extension is odd, and uses the invariance of the integral under negation.

```lean
/-- For a continuously differentiable time-reversal-symmetric `d`, nonzero on a compact
region symmetric under `k → -k`, the Berry curvature is integrable there with zero total flux. -/
theorem berry_flux_eq_zero (hT : IsTimeReversal d) (hd : ContDiff ℝ 1 d)
    {K : Set (ℝ × ℝ)} (hK : IsCompact K) (hs : ∀ k ∈ K, -k ∈ K) (h0 : ∀ k ∈ K, d k ≠ 0) :
    IntegrableOn (berryCurvature d) K ∧ ∫ k in K, berryCurvature d k = 0 := by
  have hdc : Continuous d := hd.continuous
  have hdiff : Differentiable ℝ d := hd.differentiable (by norm_num)
  constructor
  · have hc : ∀ a b c : ℝ × ℝ → Fin 3 → ℝ, Continuous a → Continuous b → Continuous c →
        Continuous fun k => a k ⬝ᵥ (b k ⨯₃ c k) := by
      intro a b c ha hb hc
      simp only [cross_apply, dotProduct, Fin.sum_univ_three, Matrix.cons_val]
      fun_prop
    have hf := hd.continuous_fderiv (by norm_num)
    have ht : Continuous (tripleProduct d) :=
      hc _ _ _ hdc (hf.clm_apply continuous_const) (hf.clm_apply continuous_const)
    have hl : Continuous fun k => d k ⬝ᵥ d k := by
      simp only [dotProduct]
      fun_prop
    refine ContinuousOn.integrableOn_compact hK (ht.continuousOn.div
      (continuous_const.mul (hl.sqrt.pow 3)).continuousOn fun k hk => ?_)
    have hn : 0 ≤ d k ⬝ᵥ d k := Finset.sum_nonneg fun i _ => mul_self_nonneg _
    have hp : 0 < d k ⬝ᵥ d k :=
      lt_of_le_of_ne hn (Ne.symm (mt dotProduct_self_eq_zero.1 (h0 k hk)))
    have := Real.sqrt_pos.2 hp
    positivity
  · -- contributions of `k` and `-k` cancel
    have hodd : ∀ k, K.indicator (berryCurvature d) (-k) =
        -K.indicator (berryCurvature d) k := by
      intro k
      by_cases hk : k ∈ K
      · rw [Set.indicator_of_mem (hs k hk), Set.indicator_of_mem hk]
        exact (berryCurvature_neg hT (hdiff k) (h0 k hk)).2.2
      · have hk' : -k ∉ K := fun h => hk (by simpa using hs _ h)
        rw [Set.indicator_of_notMem hk', Set.indicator_of_notMem hk, neg_zero]
    rw [← integral_indicator hK.measurableSet]
    have h := integral_neg_eq_self (K.indicator (berryCurvature d)) volume
    simp only [hodd, integral_neg] at h
    linarith
```

**Q:** So the Chern number vanishes?

**A:** The theorem speaks only of flux. For a periodic $d$ with $K$ a full Brillouin zone, that flux is $2\pi$ times the Chern number by the usual definition, so a filled lower band of such a non-interacting two-band model has no intrinsic anomalous Hall response. In a numerical curvature map of such a model, the antisymmetry is a simple check.

**Q:** Perhaps the curvature is simply zero everywhere under your hypotheses.

**A:** It isn't. Take $d=(k_1^2-1,\,k_2,\,m)$ with a constant $m\neq0$, which keeps the gap open:

```lean
/-- A two-valley model with `d = (k₁² - 1, k₂, m)`. -/
def valley (m : ℝ) (k : ℝ × ℝ) : Fin 3 → ℝ := ![k.1 ^ 2 - 1, k.2, m]
```

Here $\partial_1d=(2k_1,0,0)$ and $\partial_2d=(0,1,0)$. Their cross product is $(0,0,2k_1)$, so $T=2mk_1$. At the valleys $k=(\pm1,0)$ the curvature is $\pm m/|m|^3$: nonzero in each, and opposite between them. Lean checks the symmetry, the smoothness and the gap, then builds the derivative component by component to obtain $T$.

```lean
/-- For `m ≠ 0` the two-valley model is time-reversal symmetric, continuously differentiable
and nowhere zero, and its triple product is `2 m k₁`. -/
theorem valley_witness {m : ℝ} (hm : m ≠ 0) :
    IsTimeReversal (valley m) ∧ ContDiff ℝ 1 (valley m) ∧ (∀ k, valley m k ≠ 0) ∧
      ∀ k, tripleProduct (valley m) k = 2 * m * k.1 := by
  refine ⟨isTimeReversal_iff.2 fun k => by simp [valley], ?_,
    fun k h => hm (by simpa [valley] using congrFun h 2), fun k => ?_⟩
  · refine contDiff_pi.2 fun i => ?_
    fin_cases i <;> simp [valley] <;> fun_prop
  · have g : HasDerivAt (fun x : ℝ => x ^ 2 - 1) (2 * k.1) k.1 := by
      simpa using (hasDerivAt_pow 2 k.1).sub_const 1
    have hx : HasFDerivAt (fun q : ℝ × ℝ => q.1 ^ 2 - 1)
        ((2 * k.1) • ContinuousLinearMap.fst ℝ ℝ ℝ) k :=
      g.comp_hasFDerivAt k hasFDerivAt_fst
    have hf : HasFDerivAt (valley m) (ContinuousLinearMap.pi
        ![(2 * k.1) • ContinuousLinearMap.fst ℝ ℝ ℝ, ContinuousLinearMap.snd ℝ ℝ ℝ, 0]) k := by
      refine hasFDerivAt_pi'.2 fun i => ?_
      fin_cases i
      · exact hx
      · exact hasFDerivAt_snd
      · exact hasFDerivAt_const m k
    unfold tripleProduct
    rw [hf.fderiv]
    simp [valley, cross_apply, dotProduct, Fin.sum_univ_three]
    ring

end

end TimeReversalBerryCurvature
```

```lean
#print axioms TimeReversalBerryCurvature.berryCurvature_neg
#print axioms TimeReversalBerryCurvature.triple_eq_zero_of_invariant_momentum
#print axioms TimeReversalBerryCurvature.berry_flux_eq_zero
```

```
'TimeReversalBerryCurvature.berryCurvature_neg' depends on axioms: [propext, Classical.choice, Quot.sound]
'TimeReversalBerryCurvature.triple_eq_zero_of_invariant_momentum' depends on axioms: [propext, Classical.choice, Quot.sound]
'TimeReversalBerryCurvature.berry_flux_eq_zero' depends on axioms: [propext, Classical.choice, Quot.sound]
```
